# The on-site Hubbard interaction in momentum space

Electrons on a ring of $L$ sites hop between neighbours, with the same amplitude on every bond, and pay an energy $U$ when an up and a down electron occupy the same site. Plane waves diagonalise the hopping, whereas the repulsion is simplest in the site basis, where it is $U$ times
$$D=\sum_x c_\uparrow^\dagger(x)\,c_\downarrow^\dagger(x)\,c_\downarrow(x)\,c_\uparrow(x),$$
with $c_\sigma(x)$ the annihilation operator for spin $\sigma$ at site $x$. To treat both terms in the plane-wave basis, as in perturbation theory in $U$ around the eigenstates of the hopping, one rewrites $D$ in momentum operators. This is done here for a finite one-dimensional periodic ring with one orbital per site.

## The claim

Let $L\ge 1$. Sites $x,y$ and momentum labels $k,p,q$ are integers modulo $L$, and the label $k$ stands for the lattice momentum $2\pi k/L$ at unit lattice spacing. Write $e(t)=\exp(2\pi i t/L)$, which depends only on $t$ modulo $L$. Let $A$ be an associative algebra over $\mathbb C$ with unit. For families $c(x)$ and $a^*(x)$ of elements of $A$ define the annihilation and creation transforms
$$\tilde c(k)=\frac1{\sqrt L}\sum_x e(-kx)\,c(x),\qquad \tilde a^*(k)=\frac1{\sqrt L}\sum_x e(kx)\,a^*(x).$$
Until adjoints are introduced, the asterisk is only part of a name and marks a family that is transformed with the positive sign. For a complex function $V$ on the ring put $\hat V(q)=\sum_r V(r)\,e(-qr)$, with no factor of $L$.

For any four families $a^*,b^*,d,c$ and any $V$,
$$\sum_{x,y}V(x-y)\,a^*(x)\,b^*(y)\,d(y)\,c(x)=\frac1L\sum_{k,p,q}\hat V(q)\,\tilde a^*(k+q)\,\tilde b^*(p-q)\,\tilde d(p)\,\tilde c(k).$$
For the contact potential $V(r)=\delta_{r,0}$ one has $\hat V=1$, and with the families renamed $c_\uparrow^*,c_\downarrow^*,c_\downarrow,c_\uparrow$,
$$\sum_x c_\uparrow^*(x)\,c_\downarrow^*(x)\,c_\downarrow(x)\,c_\uparrow(x)=\frac1L\sum_{k,p,q}\tilde c_\uparrow^*(k+q)\,\tilde c_\downarrow^*(p-q)\,\tilde c_\downarrow(p)\,\tilde c_\uparrow(k).$$
Each term on the right removes a pair with labels $k,p$ and creates one with labels $k+q,\,p-q$. The sum of the labels is the same before and after modulo $L$, so umklapp terms are included.

## Derivation by hand

Step 1, orthogonality. The exponential gives $e(s+t)=e(s)e(t)$. Let $S_b=\sum_k e(kb)$ for a residue $b$. For $b=0$ every term is $1$ and $S_0=L$. For $b\ne0$, relabelling $k\to k+1$ permutes the terms, so $S_b=e(b)S_b$, and $e(b)\ne1$ forces $S_b=0$. Hence $\sum_k e(kb)=L\,\delta_{b,0}$.

Step 2, one pair around a fixed element. Let $M\in A$ not depend on $k$. Insert both transforms, move the complex phases to the front, and use $(k+q)x-ky=qx+k(x-y)$:
$$\sum_k\tilde a^*(k+q)\,M\,\tilde c(k)=\frac1L\sum_{x,y}e(qx)\Big[\sum_k e\big(k(x-y)\big)\Big]a^*(x)\,M\,c(y)=\sum_x e(qx)\,a^*(x)\,M\,c(x).$$
The bracket is $L\,\delta_{x,y}$ by step 1 and cancels the factor $1/L$ that comes from the two normalisations.

Step 3, fixed transfer $q$. Step 2 with $M=1$ and transfer $-q$ gives
$$M_q:=\sum_p\tilde b^*(p-q)\,\tilde d(p)=\sum_y e(-qy)\,b^*(y)\,d(y),$$
which does not depend on $k$. Step 2 with $M=M_q$ then gives
$$\sum_{k,p}\tilde a^*(k+q)\,\tilde b^*(p-q)\,\tilde d(p)\,\tilde c(k)=\sum_x e(qx)\,a^*(x)\,M_q\,c(x)=\sum_{x,y}e\big(q(x-y)\big)\,a^*(x)\,b^*(y)\,d(y)\,c(x).$$

Step 4, inversion for $V$. By the definition of $\hat V$ and step 1,
$$\frac1L\sum_q\hat V(q)\,e(qr)=\frac1L\sum_s V(s)\sum_q e\big(q(r-s)\big)=V(r).$$

Step 5, the sum over $q$. Multiply step 3 by $\hat V(q)/L$ and sum over $q$. The coefficient of $a^*(x)b^*(y)d(y)c(x)$ becomes $\frac1L\sum_q\hat V(q)\,e(q(x-y))=V(x-y)$, which is the general identity.

Step 6, contact potential. For $V(r)=\delta_{r,0}$ the transform is $\hat V(q)=e(0)=1$, and on the left only $y=x$ contributes.

Step 7, adjoints. Suppose $A$ carries an adjoint $\dagger$ that is additive and antilinear, $(\lambda B)^\dagger=\bar\lambda B^\dagger$ for $\lambda\in\mathbb C$ and $B\in A$. Since $\overline{e(-t)}=e(t)$ and $1/\sqrt L$ is real,
$$\tilde c(k)^\dagger=\frac1{\sqrt L}\sum_x e(kx)\,c(x)^\dagger,$$
which is the creation transform of the family $c(x)^\dagger$. Setting $c_\sigma^*(x)=c_\sigma(x)^\dagger$ in step 6 gives $D$ in terms of $\tilde c_\sigma(k)$ and $\tilde c_\sigma(k)^\dagger$.

In all seven steps only complex numbers are moved past elements of $A$. The four operators keep their order, so no anticommutation relation is used.

## Formal development

### Setting and definitions

The ring of sites and the set of momentum labels are both `ZMod L`, and `[NeZero L]` says $L\ge1$. The case $L=1$ is allowed: there is a single site, every phase is $1$, and the two sides of the Hubbard identity are the same single product. The operators live in a type `A` with `[Ring A]` and `[Algebra ℂ A]`, that is, an associative unital algebra whose product need not commute and in which complex scalars pass freely through products. The matrices on the fermionic Fock space of the ring are one example.

```lean
import Mathlib

open Finset

namespace HubbardMomentumSpace

noncomputable section

variable {L : ℕ} [NeZero L] {A : Type*} [Ring A] [Algebra ℂ A]
```

The phase $e(t)$ is Mathlib's standard additive character of `ZMod L`. Products such as `k * x` in its argument are taken in `ZMod L`, and so are the shifted labels `k + q` and `p - q`.

```lean
/-- The plane-wave phase `e(t) = exp(2πi t / L)` on a ring of `L` sites. -/
def phase (t : ZMod L) : ℂ := ZMod.stdAddChar t
```

The factor $1/\sqrt L$ is the real square root, regarded as a complex number and inverted.

```lean
/-- The normalisation `1/√L` of the unitary discrete Fourier transform. -/
def unitNorm (L : ℕ) : ℂ := ((Real.sqrt L : ℝ) : ℂ)⁻¹
```

The expression `ann c k` is $\tilde c(k)$. The symbol `•` is multiplication of an element of `A` by a complex number, and `*` between elements of `A` is the operator product.

```lean
/-- Momentum-space annihilation operator `c(k) = L^{-1/2} ∑ₓ e(-kx) c(x)`. -/
def ann (c : ZMod L → A) (k : ZMod L) : A :=
  unitNorm L • ∑ x, phase (-(k * x)) • c x
```

The expression `cre a k` is $\tilde a^*(k)$, where the Lean family `a` is the family written $a^*$ above. The definition takes no adjoint and differs from `ann` only in the sign of the phase.

```lean
/-- Momentum-space creation operator `c*(k) = L^{-1/2} ∑ₓ e(kx) c*(x)`. -/
def cre (c : ZMod L → A) (k : ZMod L) : A :=
  unitNorm L • ∑ x, phase (k * x) • c x
```

The transform `potFT V q` is $\hat V(q)$. Because it is unnormalised while the operator transforms are unitary, the final formula carries the prefactor $1/L$.

```lean
/-- Fourier transform `V̂(q) = ∑ᵣ V(r) e(-qr)` of a two-body potential. -/
def potFT (V : ZMod L → ℂ) (q : ZMod L) : ℂ := ∑ r, V r * phase (-(q * r))
```

### Phases

The theorem `phase_intCast` fixes the sign and scale of the convention: on the class of an integer $j$ the phase is $\exp(2\pi i j/L)$. Later proofs do not call it; it identifies `phase` with the $e$ of the derivation.

```lean
/-- The phase of the class of an integer `j` is `exp(2πi j / L)`. -/
theorem phase_intCast (j : ℤ) :
    phase (j : ZMod L) = Complex.exp (2 * Real.pi * Complex.I * j / L) :=
  ZMod.stdAddChar_coe j
```

The two facts of step 1 follow. The first is the defining property of an additive character.

```lean
/-- Phases multiply: `e(s + t) = e(s) e(t)`. -/
theorem phase_add (s t : ZMod L) : phase (s + t) = phase s * phase t :=
  AddChar.map_add_eq_mul _ s t
```

For the second, Mathlib's `AddChar.sum_mulShift` supplies the orthogonality sum for any primitive character. Primitivity, provided by `ZMod.isPrimitive_stdAddChar L`, says that $k\mapsto e(kb)$ is not identically $1$ for $b\ne0$, which plays the part of $e(b)\neq1$ in step 1. The value at $b=0$ is the number of elements of `ZMod L`, namely $L$.

```lean
/-- Orthogonality of plane waves: `∑ₖ e(kb)` is `L` for `b = 0` and zero otherwise. -/
theorem sum_phase (b : ZMod L) :
    ∑ k, phase (k * b) = if b = 0 then (L : ℂ) else 0 := by
  have h := AddChar.sum_mulShift b (ZMod.isPrimitive_stdAddChar L)
  refine Eq.trans h ?_
  split_ifs <;> simp [ZMod.card]
```

### The sums over $k$ and $p$

The theorem `sum_cre_mul_ann` is step 2, for arbitrary families `a`, `c`, an arbitrary `M` and any `q`. Inside the proof, `hN` records $\frac1{\sqrt L}\cdot\frac1{\sqrt L}\cdot L=1$, which uses $L\ne0$. The statement `hterm` expands a single $k$ term as a double sum over $x,y$ with scalar coefficient $\frac1{\sqrt L}\frac1{\sqrt L}\,e(qx)\,e(k(x-y))$. The regrouping of phases is `hph`, where `ring` checks $(k+q)x-ky=qx+k(x-y)$ modulo $L$, and `smul_mul_assoc` and `mul_smul_comm` move scalars out of the product. Two exchanges of summation bring the $k$ sum innermost, `sum_phase` evaluates it, and `Finset.sum_eq_single x` keeps the term $y=x$, where `hN` removes the normalisation.

```lean
/-- For any operator `M` placed in the middle,
`∑ₖ a*(k+q) M c(k) = ∑ₓ e(qx) a*(x) M c(x)`. -/
theorem sum_cre_mul_ann (a c : ZMod L → A) (M : A) (q : ZMod L) :
    ∑ k, cre a (k + q) * M * ann c k = ∑ x, phase (q * x) • (a x * M * c x) := by
  have hN : unitNorm L * unitNorm L * L = 1 := by
    have h : ((Real.sqrt L : ℝ) : ℂ) * ((Real.sqrt L : ℝ) : ℂ) = L := by
      rw [← Complex.ofReal_mul, Real.mul_self_sqrt (Nat.cast_nonneg L)]
      simp
    have hL : (L : ℂ) ≠ 0 := Nat.cast_ne_zero.mpr (NeZero.ne L)
    unfold unitNorm
    rw [← mul_inv, h]
    exact inv_mul_cancel₀ hL
  -- expand both transforms and collect the phases
  have hterm : ∀ k, cre a (k + q) * M * ann c k = ∑ x, ∑ y,
      (unitNorm L * unitNorm L * phase (q * x) * phase (k * (x - y))) • (a x * M * c y) := by
    intro k
    unfold cre ann
    rw [Finset.smul_sum, Finset.smul_sum, Finset.sum_mul, Finset.sum_mul_sum]
    refine sum_congr rfl fun x _ => sum_congr rfl fun y _ => ?_
    have hph : phase ((k + q) * x) * phase (-(k * y))
        = phase (q * x) * phase (k * (x - y)) := by
      rw [← phase_add, ← phase_add]
      congr 1
      ring
    simp only [smul_mul_assoc, mul_smul_comm, smul_smul]
    congr 1
    linear_combination (unitNorm L * unitNorm L) * hph
  simp_rw [hterm]
  rw [Finset.sum_comm]
  refine sum_congr rfl fun x _ => ?_
  rw [Finset.sum_comm]
  -- the sum over k forces y = x
  simp_rw [← Finset.sum_smul, ← Finset.mul_sum, sum_phase]
  rw [Finset.sum_eq_single x]
  · rw [sub_self, if_pos rfl]
    congr 1
    linear_combination phase (q * x) * hN
  · intro y _ hy
    rw [if_neg (sub_ne_zero.mpr hy.symm)]
    simp
  · simp
```

Step 3 is `fixed_transfer`. The hypothesis `hin` is the previous theorem for the families `b` and `d` with $M=1$ and transfer `-q`, which is the formula for $M_q$. The three equalities of the `calc` block gather the $p$ sum between the outer two operators by distributivity and associativity, replace it by its site form and apply `sum_cre_mul_ann` to the outer pair, and finally expand the $y$ sum and merge $e(qx)\,e(-qy)$ into $e(q(x-y))$.

```lean
/-- At fixed momentum transfer `q`,
`∑_{k,p} a*(k+q) b*(p-q) d(p) c(k) = ∑_{x,y} e(q(x-y)) a*(x) b*(y) d(y) c(x)`. -/
theorem fixed_transfer (a b d c : ZMod L → A) (q : ZMod L) :
    ∑ k, ∑ p, cre a (k + q) * cre b (p - q) * ann d p * ann c k
      = ∑ x, ∑ y, phase (q * (x - y)) • (a x * b y * d y * c x) := by
  -- the inner pair carries momentum transfer -q
  have hin := sum_cre_mul_ann b d 1 (-q)
  simp only [mul_one, ← sub_eq_add_neg] at hin
  calc ∑ k, ∑ p, cre a (k + q) * cre b (p - q) * ann d p * ann c k
      = ∑ k, cre a (k + q) * (∑ p, cre b (p - q) * ann d p) * ann c k := by
        refine sum_congr rfl fun k _ => ?_
        rw [Finset.mul_sum, Finset.sum_mul]
        refine sum_congr rfl fun p _ => ?_
        simp only [mul_assoc]
    _ = ∑ x, phase (q * x) • (a x * (∑ y, phase (-q * y) • (b y * d y)) * c x) := by
        rw [hin, sum_cre_mul_ann]
    _ = ∑ x, ∑ y, phase (q * (x - y)) • (a x * b y * d y * c x) := by
        refine sum_congr rfl fun x _ => ?_
        rw [Finset.mul_sum, Finset.sum_mul, Finset.smul_sum]
        refine sum_congr rfl fun y _ => ?_
        have hph : phase (q * x) * phase (-q * y) = phase (q * (x - y)) := by
          rw [← phase_add]
          congr 1
          ring
        simp only [smul_mul_assoc, mul_smul_comm, smul_smul, mul_assoc, hph]
```

### The sum over $q$

Step 4 involves complex numbers only. The proof of `potFT_inversion` writes $\hat V(q)\,e(qr)$ as $\sum_s V(s)\,e(q(r-s))$ in `h`, exchanges the sums over $q$ and $s$, applies `sum_phase`, and keeps $s=r$.

```lean
/-- Fourier inversion for the potential: `(1/L) ∑_q V̂(q) e(qr) = V(r)`. -/
theorem potFT_inversion (V : ZMod L → ℂ) (r : ZMod L) :
    (L : ℂ)⁻¹ * ∑ q, potFT V q * phase (q * r) = V r := by
  have hL : (L : ℂ) ≠ 0 := Nat.cast_ne_zero.mpr (NeZero.ne L)
  have h : ∀ q, potFT V q * phase (q * r) = ∑ s, V s * phase (q * (r - s)) := by
    intro q
    unfold potFT
    rw [Finset.sum_mul]
    refine sum_congr rfl fun s _ => ?_
    rw [mul_assoc, ← phase_add]
    congr 2
    ring
  simp_rw [h]
  rw [Finset.sum_comm]
  simp_rw [← Finset.mul_sum, sum_phase]
  rw [Finset.sum_eq_single r]
  · rw [sub_self, if_pos rfl]
    field_simp
  · intro s _ hs
    rw [if_neg (sub_ne_zero.mpr hs.symm)]
    simp
  · simp
```

The theorem `interaction_momentum` reads: for every $V:\mathbb Z/L\to\mathbb C$ and all four families, the sum over $x,y$ of $V(x-y)\,a^*(x)b^*(y)d(y)c(x)$ equals $1/L$ times the sum over $k,p,q$ of $\hat V(q)\,\tilde a^*(k+q)\tilde b^*(p-q)\tilde d(p)\tilde c(k)$. The potential need be neither real nor even. Translation invariance enters through the form `V (x - y)`, and an interaction that depends on $x$ and $y$ separately is not covered. The helper `swap` moves the last of three sums to the front. Its first use puts $q$ outermost, so that $\hat V(q)$ can be taken out of the $k,p$ sums and `fixed_transfer` applies. Its second use, from right to left, puts $q$ innermost again, now inside the sums over $x$ and $y$. For each pair $x,y$ the scalar coefficient is then `potFT_inversion` at $r=x-y$, as in step 5.

```lean
/-- A translation-invariant two-body term in momentum space:
`∑_{x,y} V(x-y) a*(x) b*(y) d(y) c(x) = (1/L) ∑_{k,p,q} V̂(q) a*(k+q) b*(p-q) d(p) c(k)`. -/
theorem interaction_momentum (V : ZMod L → ℂ) (a b d c : ZMod L → A) :
    ∑ x, ∑ y, V (x - y) • (a x * b y * d y * c x)
      = (L : ℂ)⁻¹ • ∑ k, ∑ p, ∑ q,
          potFT V q • (cre a (k + q) * cre b (p - q) * ann d p * ann c k) := by
  have swap : ∀ F : ZMod L → ZMod L → ZMod L → A,
      ∑ k, ∑ p, ∑ q, F k p q = ∑ q, ∑ k, ∑ p, F k p q := fun F =>
    calc ∑ k, ∑ p, ∑ q, F k p q = ∑ k, ∑ q, ∑ p, F k p q :=
          sum_congr rfl fun k _ => Finset.sum_comm
      _ = ∑ q, ∑ k, ∑ p, F k p q := Finset.sum_comm
  -- do the k and p sums at fixed q, then the q sum by Fourier inversion
  rw [swap]
  simp_rw [← Finset.smul_sum, fixed_transfer]
  simp_rw [Finset.smul_sum, smul_smul]
  rw [← swap]
  refine sum_congr rfl fun x _ => sum_congr rfl fun y _ => ?_
  rw [← Finset.sum_smul, ← Finset.mul_sum, potFT_inversion]
```

### The Hubbard term

In `hubbard_momentum` the arguments `cuS`, `cdS`, `cd`, `cu` are $c_\uparrow^*,c_\downarrow^*,c_\downarrow,c_\uparrow$, and no relation among the four families is assumed. The proof is step 6: `h` is the general theorem for the function that is $1$ at $r=0$ and $0$ elsewhere, `hV` computes its transform as $1$ for every $q$, and `Finset.sum_eq_single x` collapses the $y$ sum on the site side. The coupling $U$ does not appear, since it multiplies both sides.

```lean
/-- The on-site Hubbard term in momentum space, for four arbitrary families of operators:
`∑ₓ cu*(x) cd*(x) cd(x) cu(x) = (1/L) ∑_{k,p,q} cu*(k+q) cd*(p-q) cd(p) cu(k)`. -/
theorem hubbard_momentum (cuS cdS cd cu : ZMod L → A) :
    ∑ x, cuS x * cdS x * cd x * cu x
      = (L : ℂ)⁻¹ • ∑ k, ∑ p, ∑ q, cre cuS (k + q) * cre cdS (p - q) * ann cd p * ann cu k := by
  -- the contact potential has constant Fourier transform
  have h := interaction_momentum (fun r : ZMod L => if r = 0 then (1 : ℂ) else 0) cuS cdS cd cu
  have hV : ∀ q, potFT (fun r : ZMod L => if r = 0 then (1 : ℂ) else 0) q = 1 := by
    intro q
    simp [potFT, phase]
  simp only [hV, one_smul] at h
  rw [← h]
  refine sum_congr rfl fun x _ => ?_
  rw [Finset.sum_eq_single x]
  · simp
  · intro y _ hy
    simp [sub_eq_zero, hy.symm]
  · simp
```

For step 7 the adjoint is `star`. The hypothesis `[StarRing A]` makes it an additive involution that reverses products, and `[StarModule ℂ A]` makes it antilinear. In `star_ann`, `hp` is $\overline{e(-t)}=e(t)$ and `hn` says that $1/\sqrt L$ is real; `star_sum` and `star_smul` then carry the adjoint through the sum and the scalars.

```lean
/-- In a *-algebra the adjoint of `c(k)` is the creation transform of the adjoints `c(x)†`. -/
theorem star_ann [StarRing A] [StarModule ℂ A] (c : ZMod L → A) (k : ZMod L) :
    star (ann c k) = cre (fun x => star (c x)) k := by
  have hp : ∀ t : ZMod L, star (phase (-t)) = phase t := by
    intro t
    unfold phase
    rw [AddChar.map_neg_eq_conj]
    simp
  have hn : star (unitNorm L) = unitNorm L := by simp [unitNorm]
  simp only [ann, cre, star_smul, star_sum, hp, hn]
```

The last theorem has two families only, `cu` and `cd`. Its left side is $D$, and on its right side `star (ann cu (k + q))` is $\tilde c_\uparrow(k+q)^\dagger$, the adjoint of the momentum annihilation operator itself. Rewriting with `star_ann` turns the statement into `hubbard_momentum` for the adjoint families.

```lean
/-- The Hubbard identity with the creation operators given by adjoints:
`∑ₓ cu(x)† cd(x)† cd(x) cu(x) = (1/L) ∑_{k,p,q} cu(k+q)† cd(p-q)† cd(p) cu(k)`. -/
theorem hubbard_momentum_star [StarRing A] [StarModule ℂ A] (cu cd : ZMod L → A) :
    ∑ x, star (cu x) * star (cd x) * cd x * cu x
      = (L : ℂ)⁻¹ • ∑ k, ∑ p, ∑ q,
          star (ann cu (k + q)) * star (ann cd (p - q)) * ann cd p * ann cu k := by
  simp only [star_ann]
  exact hubbard_momentum (fun x => star (cu x)) (fun x => star (cd x)) cd cu

end

end HubbardMomentumSpace
```

```lean
#print axioms HubbardMomentumSpace.phase_intCast
#print axioms HubbardMomentumSpace.hubbard_momentum
#print axioms HubbardMomentumSpace.hubbard_momentum_star
```

```
'HubbardMomentumSpace.phase_intCast' depends on axioms: [propext, Classical.choice, Quot.sound]
'HubbardMomentumSpace.hubbard_momentum' depends on axioms: [propext, Classical.choice, Quot.sound]
'HubbardMomentumSpace.hubbard_momentum_star' depends on axioms: [propext, Classical.choice, Quot.sound]
```

## Scope

The theorems concern a finite one-dimensional ring with periodic boundary conditions, and they start from the ordered product $c_\uparrow^\dagger c_\downarrow^\dagger c_\downarrow c_\uparrow$ on each site. The Hubbard term is often written $\sum_x n_\uparrow(x)\,n_\downarrow(x)$ with $n_\sigma(x)=c_\sigma^\dagger(x)\,c_\sigma(x)$, and passing from that form to $D$ means moving $c_\uparrow(x)$ through $c_\downarrow^\dagger(x)\,c_\downarrow(x)$, which does need the relations between operators of opposite spin. Because the theorems assume no such relations, they apply equally to fermions and to any other families in a complex algebra, and they say nothing about the anticommutators of the transformed operators, the hopping term or the spectrum.

## An adjoint that is not antilinear

The following example is worked on paper and has not been put through Lean. It shows what happens to `hubbard_momentum_star` without `[StarModule ℂ A]`. Take $A=\mathbb C$ and let the star operation on $A$ be the identity map. It is additive, it is an involution, and it reverses products because $\mathbb C$ is commutative, so it meets the requirements of `[StarRing A]`. It is linear and not antilinear, since it leaves $i\cdot1$ unchanged. Let $L=3$ and $c_\uparrow(x)=c_\downarrow(x)=\delta_{x,1}$. The left side is $1$. Each transform is $\tilde c_\sigma(k)=e(-k)/\sqrt3$, and the star leaves it as it is, whereas the creation transform would be $e(k)/\sqrt3$. The right side becomes
$$\frac13\sum_{k,p,q}\frac19\,e\big(-(k+q)-(p-q)-p-k\big)=\frac19\Big(\sum_k e(-2k)\Big)\Big(\sum_p e(-2p)\Big)=0,$$
because $-2\ne0$ modulo $3$. With complex conjugation as the star, the phases in each term cancel and the right side is $\frac13\cdot27\cdot\frac19=1$. A ring of three sites is the smallest on which the identity can fail. For $L\le2$ every phase is $\pm1$, so the two transforms coincide and any additive star carries the phases through. The star of $\frac1{\sqrt L}\cdot1$ is a central element whose square is the star of $\frac1L\cdot1$, which is $\frac1L\cdot1$, so the two starred normalisations still multiply to $1/L$ and the identity holds even without antilinearity.
